# The Crooks relation for energy measurements on a finite quantum system started in a Gibbs state

**Q:** Before I raise doubts, fix the terms. What is work here, and what is the reverse process?

**A:** A system with Hamiltonian $H_0$ starts in thermal equilibrium at inverse temperature $\beta$. We measure its energy and find $a$, drive it in isolation by a unitary $V$ until the Hamiltonian is $H_1$, and measure again, finding $b$. The work done on the system is $w=b-a$, with law $P_F(w)$. The reverse process starts in the Gibbs state of $H_1$ at the same $\beta$: $H_1$ is measured, the system evolves with $V^\dagger$, and then $H_0$ is measured. Its work, again the second energy minus the first, has the law $P_R$. With $Z_k=\operatorname{tr}e^{-\beta H_k}$, $F_k=-\ln Z_k/\beta$ and $\Delta F=F_1-F_0$, the claim is

$$P_F(w)=e^{\beta(w-\Delta F)}\,P_R(-w)\quad\text{for every real } w.$$

For a finite-dimensional system isolated during the drive, this ties nonequilibrium work statistics to an equilibrium free-energy difference.

In Lean, the type `n` labels a finite basis, and operators are complex matrices over it. `A` and `B` stand for the Hamiltonians measured first and second.

```lean
import Mathlib

open Matrix

namespace QuantumCrooks

noncomputable section

variable {n : Type*} [Fintype n] [DecidableEq n] {A B H H0 H1 : Matrix n n ℂ}
```

**Q:** Real spectra have degeneracies. Does "measuring the energy" pick out one eigenvector?

**A:** No, it projects onto the whole level. If $H|i\rangle=E_i|i\rangle$ in an orthonormal eigenbasis, then $f(H)=\sum_i f(E_i)|i\rangle\langle i|$, which is `applyFn`.

```lean
/-- The function `f` of a Hermitian matrix, formed in its eigenbasis. -/
def applyFn (h : H.IsHermitian) (f : ℝ → ℂ) : Matrix n n ℂ :=
  (h.eigenvectorUnitary : Matrix n n ℂ) * diagonal (fun i => f (h.eigenvalues i)) *
    star (h.eigenvectorUnitary : Matrix n n ℂ)
```

The set `levels` lists each distinct energy once, whatever its multiplicity.

```lean
/-- The finite set of energy levels of a Hermitian matrix. -/
def levels (h : H.IsHermitian) : Finset ℝ := Finset.univ.image h.eigenvalues
```

Taking $f$ to be 1 at $a$ and 0 elsewhere gives the projector $\Pi_a=\sum_{E_i=a}|i\rangle\langle i|$.

```lean
/-- The projector onto all states of energy `a`. -/
def levelProj (h : H.IsHermitian) (a : ℝ) : Matrix n n ℂ :=
  applyFn h (fun x => if x = a then 1 else 0)
```

**Q:** And the thermal state? I would object if Boltzmann weights were simply put in.

**A:** They are derived. The starting point is the matrix exponential.

```lean
/-- The Boltzmann operator `exp(-βH)`. -/
def boltzmann (β : ℝ) (H : Matrix n n ℂ) : Matrix n n ℂ :=
  NormedSpace.exp ((-(β : ℂ)) • H)
```

Its trace is real for Hermitian $H$, so taking the real part only changes the number type.

```lean
/-- The partition function of a Hermitian `H`: the trace of `exp(-βH)`, as a real number. -/
def partition (β : ℝ) (H : Matrix n n ℂ) : ℝ := (trace (boltzmann β H)).re
```

The Gibbs state and the free energy are the textbook ones.

```lean
/-- The Gibbs state `exp(-βH)/Z`, for Hermitian `H` on a nonzero space. -/
def gibbs (β : ℝ) (H : Matrix n n ℂ) : Matrix n n ℂ :=
  ((partition β H : ℝ) : ℂ)⁻¹ • boltzmann β H

/-- The free energy `-ln Z/β`, for `β ≠ 0` and Hermitian `H` on a nonzero space. -/
def freeEnergy (β : ℝ) (H : Matrix n n ℂ) : ℝ := -Real.log (partition β H) / β
```

**Q:** Then where do the two measurements enter?

**A:** In the joint weight of the outcomes $a$, then $b$. With $\rho_A$ the Gibbs state of `A`, it is $\operatorname{tr}(\Pi_b V\Pi_a\rho_A\Pi_aV^\dagger)$, the Born rule with projection after the first outcome.

```lean
/-- The weight of measuring energy `a` of `A` in its Gibbs state, then, after the
evolution `V`, energy `b` of `B`. -/
def jointProb (β : ℝ) (hA : A.IsHermitian) (hB : B.IsHermitian) (V : Matrix n n ℂ)
    (a b : ℝ) : ℝ :=
  (trace (levelProj hB b * (V * (levelProj hA a * gibbs β A * levelProj hA a) * Vᴴ))).re
```

The work law adds the weights of all pairs with $b-a=w$. It is a probability mass at the point $w$, not a density, so at most values of $w$ both sides of the relation vanish.

```lean
/-- The work law: the total weight of all pairs of measured energies with `b - a = w`. -/
def workLaw (β : ℝ) (hA : A.IsHermitian) (hB : B.IsHermitian) (V : Matrix n n ℂ)
    (w : ℝ) : ℝ :=
  ∑ a ∈ levels hA, ∑ b ∈ levels hB, if b - a = w then jointProb β hA hB V a b else 0
```

One definition serves both directions: $P_F$ is `workLaw β h0 h1 V` and $P_R$ is `workLaw β h1 h0 Vᴴ`, where `h0` and `h1` are the proofs that $H_0$ and $H_1$ are Hermitian.

**Q:** Show me the derivation, beginning with the Boltzmann weights.

**A:** Write $f(H)=U\,\mathrm{diag}(f(E_i))\,U^\dagger$, with the eigenvectors as columns of $U$. In a product $f(H)g(H)$ the inner $U^\dagger U$ is the identity, so the diagonal entries multiply.

```lean
/-- Functions of the same Hermitian matrix multiply pointwise. -/
theorem applyFn_mul (h : H.IsHermitian) (f g : ℝ → ℂ) :
    applyFn h f * applyFn h g = applyFn h (fun x => f x * g x) := by
  have hU := mem_unitaryGroup_iff'.1 h.eigenvectorUnitary.2
  simp only [applyFn]
  rw [← diagonal_mul_diagonal]
  simp only [Matrix.mul_assoc]
  rw [← Matrix.mul_assoc (star (h.eigenvectorUnitary : Matrix n n ℂ)), hU, Matrix.one_mul]
```

Cyclicity of the trace removes the outer pair, leaving $\operatorname{tr}f(H)=\sum_i f(E_i)$.

```lean
/-- The trace of a function of a Hermitian matrix is the sum of its values at the eigenvalues. -/
theorem trace_applyFn (h : H.IsHermitian) (f : ℝ → ℂ) :
    trace (applyFn h f) = ∑ i, f (h.eigenvalues i) := by
  have hU := mem_unitaryGroup_iff'.1 h.eigenvectorUnitary.2
  rw [applyFn, Matrix.trace_mul_comm, ← Matrix.mul_assoc, hU, Matrix.one_mul, trace_diagonal]
```

For the exponential, the spectral theorem gives $-\beta H=U\,\mathrm{diag}(-\beta E_i)\,U^\dagger$. Every power keeps this form, so $e^{-\beta H}=U\,\mathrm{diag}(e^{-\beta E_i})\,U^\dagger$. In the proof, `hs` is the spectral theorem, `Matrix.exp_conj` moves the exponential inside the change of basis, and `Matrix.exp_diagonal` with `he` evaluates it entry by entry.

```lean
/-- The matrix exponential `exp(-βH)` of a Hermitian `H` has the Boltzmann factors as its
values in the eigenbasis. -/
theorem boltzmann_eq (β : ℝ) (h : H.IsHermitian) :
    boltzmann β H = applyFn h (fun x => ((Real.exp (-β * x) : ℝ) : ℂ)) := by
  have hU := mem_unitaryGroup_iff.1 h.eigenvectorUnitary.2
  have hinv := Matrix.inv_eq_right_inv hU
  have hunit : IsUnit (h.eigenvectorUnitary : Matrix n n ℂ) :=
    IsUnit.of_mul_eq_one _ hU
  -- the spectral theorem
  have hs : H = applyFn h (fun x => (x : ℂ)) := by
    have e := h.spectral_theorem
    rw [Unitary.conjStarAlgAut_apply] at e
    exact e
  have hsm : (-(β : ℂ)) • H = applyFn h (fun x => -(β : ℂ) * x) := by
    refine (congrArg (fun M => (-(β : ℂ)) • M) hs).trans ?_
    simp only [applyFn]
    rw [← Matrix.smul_mul, ← Matrix.mul_smul, ← diagonal_smul]
    rfl
  have he : NormedSpace.exp (fun i => -(β : ℂ) * (h.eigenvalues i : ℂ)) =
      fun i => ((Real.exp (-β * h.eigenvalues i) : ℝ) : ℂ) := by
    ext i
    -- evaluation at `i` is a continuous ring homomorphism
    refine (NormedSpace.map_exp (Pi.evalRingHom (fun _ : n => ℂ) i)
      (continuous_apply i) _).trans ?_
    change NormedSpace.exp (-(β : ℂ) * (h.eigenvalues i : ℂ)) = _
    rw [← Complex.exp_eq_exp_ℂ]
    simp
  rw [boltzmann, hsm]
  simp only [applyFn]
  rw [← hinv, Matrix.exp_conj _ _ hunit, Matrix.exp_diagonal, he]
```

Taking the trace gives $Z=\sum_i e^{-\beta E_i}$, counted with multiplicity.

```lean
/-- The partition function of a Hermitian matrix is the sum of its Boltzmann factors. -/
theorem partition_eq (β : ℝ) (h : H.IsHermitian) :
    partition β H = ∑ i, Real.exp (-β * h.eigenvalues i) := by
  rw [partition, boltzmann_eq β h, trace_applyFn, Complex.re_sum]
  exact Finset.sum_congr rfl fun i _ => Complex.ofReal_re _
```

This sum is positive, so the logarithm in $F$ can be inverted: $e^{-\beta F}=Z$.

```lean
/-- For Hermitian `H` on a nonzero space and `β ≠ 0`, `exp(-βF) = Z`. -/
theorem exp_freeEnergy [Nonempty n] {β : ℝ} (hβ : β ≠ 0) (h : H.IsHermitian) :
    Real.exp (-β * freeEnergy β H) = partition β H := by
  have hZ : 0 < partition β H := by
    rw [partition_eq β h]
    exact Finset.sum_pos (fun i _ => Real.exp_pos _) Finset.univ_nonempty
  have e : -β * freeEnergy β H = Real.log (partition β H) := by
    rw [freeEnergy]
    field_simp
  rw [e, Real.exp_log hZ]
```

**Q:** The first measurement destroys coherences. Does that matter here?

**A:** The Gibbs state has none between different levels of its own Hamiltonian, and within one level it is a multiple of the identity. Hence $\Pi_a\rho_A\Pi_a=(e^{-\beta a}/Z_A)\,\Pi_a$, which is `hP` in the proof, and the joint weight becomes

$$p(a,b)=\frac{e^{-\beta a}}{Z_A}\operatorname{tr}(\Pi_bV\Pi_aV^\dagger).$$

```lean
/-- The joint weight is the Boltzmann weight of the first energy times the transition
trace between the two levels. -/
theorem jointProb_eq (β : ℝ) (hA : A.IsHermitian) (hB : B.IsHermitian)
    (V : Matrix n n ℂ) (a b : ℝ) :
    jointProb β hA hB V a b = Real.exp (-β * a) / partition β A *
      (trace (levelProj hB b * V * levelProj hA a * Vᴴ)).re := by
  -- on the level `a` the Boltzmann operator is a number
  have hd : applyFn hA (fun x => (if x = a then (1 : ℂ) else 0) *
      ((Real.exp (-β * x) : ℝ) : ℂ) * (if x = a then 1 else 0)) =
      ((Real.exp (-β * a) : ℝ) : ℂ) • applyFn hA (fun x => if x = a then 1 else 0) := by
    simp only [applyFn]
    rw [← Matrix.smul_mul, ← Matrix.mul_smul, ← diagonal_smul]
    congr 3
    ext i
    by_cases hi : hA.eigenvalues i = a <;> simp [hi]
  have hP : levelProj hA a * gibbs β A * levelProj hA a =
      ((Real.exp (-β * a) / partition β A : ℝ) : ℂ) • levelProj hA a := by
    rw [gibbs, boltzmann_eq β hA, Matrix.mul_smul, Matrix.smul_mul, levelProj,
      applyFn_mul, applyFn_mul, hd, smul_smul]
    congr 1
    push_cast
    ring
  rw [jointProb, hP, Matrix.mul_smul, Matrix.smul_mul, Matrix.mul_smul, trace_smul,
    smul_eq_mul, Complex.re_ofReal_mul]
  simp only [Matrix.mul_assoc]
```

**Q:** Now the comparison with the reverse process. I expect a microreversibility assumption.

**A:** Cyclicity of the trace is enough, because the reverse evolution is defined as $V^\dagger$. Let $\Pi_a$ belong to $H_0$ and $\Pi_b$ to $H_1$. Then $\operatorname{tr}(\Pi_bV\Pi_aV^\dagger)=\operatorname{tr}(\Pi_aV^\dagger\Pi_bV)$; call this number $T$. The two weights are

$$p_F(a,b)=\frac{e^{-\beta a}}{Z_0}T,\qquad p_R(b,a)=\frac{e^{-\beta b}}{Z_1}T.$$

Since $Z_1/Z_0=e^{-\beta\Delta F}$, it follows that $p_F(a,b)=e^{\beta(b-a-\Delta F)}p_R(b,a)$. In Lean, `ht` is the trace identity, and the remaining rewrites collect the exponentials.

```lean
/-- Crooks relation for a single pair of energies, with Hermitian `H0`, `H1` on a nonzero
space and `β ≠ 0`: forward and reverse weights differ by the factor `exp(β(b - a - ΔF))`. -/
theorem jointProb_reverse [Nonempty n] {β : ℝ} (hβ : β ≠ 0) (h0 : H0.IsHermitian)
    (h1 : H1.IsHermitian) (V : Matrix n n ℂ) (a b : ℝ) :
    jointProb β h0 h1 V a b =
      Real.exp (β * (b - a - (freeEnergy β H1 - freeEnergy β H0))) *
        jointProb β h1 h0 Vᴴ b a := by
  -- the forward and reverse transition traces agree, by cyclicity of the trace
  have ht : trace (levelProj h1 b * V * levelProj h0 a * Vᴴ) =
      trace (levelProj h0 a * Vᴴ * levelProj h1 b * V) := by
    rw [Matrix.mul_assoc, Matrix.trace_mul_comm, ← Matrix.mul_assoc]
  rw [jointProb_eq, jointProb_eq, conjTranspose_conjTranspose, ht, ← mul_assoc,
    ← exp_freeEnergy hβ h0, ← exp_freeEnergy hβ h1, ← Real.exp_sub, ← Real.exp_sub,
    ← Real.exp_add]
  congr 2
  ring
```

**Q:** Unitarity of $V$ has not been used. Are these still probabilities?

**A:** The pair relation is an identity between weights and holds for any matrix `V`. Unitarity makes the weights sum to one. Summing over $b$ uses $\sum_b\Pi_b=1$ and then $V^\dagger V=1$, which leaves $e^{-\beta a}\operatorname{tr}\Pi_a/Z_A$; summing over $a$ gives $Z_A/Z_A=1$. These stages are `hone`, `hin` and `hout`. The theorem states the sum alone; nonnegativity follows separately from $T=\operatorname{tr}(X^\dagger X)$ with $X=\Pi_bV\Pi_a$.

```lean
/-- For unitary `V` and Hermitian `A`, `B` on a nonzero space, the weights of all pairs of
measured energies sum to one. -/
theorem jointProb_sum [Nonempty n] (β : ℝ) (hA : A.IsHermitian) (hB : B.IsHermitian)
    {V : Matrix n n ℂ} (hV : V ∈ unitaryGroup n ℂ) :
    ∑ a ∈ levels hA, ∑ b ∈ levels hB, jointProb β hA hB V a b = 1 := by
  have hV' : Vᴴ * V = 1 := mem_unitaryGroup_iff'.1 hV
  -- the projectors of the second measurement add up to the identity
  have hone : ∑ b ∈ levels hB, levelProj hB b = 1 := by
    have hd : ∑ b ∈ levels hB,
        diagonal (fun i => if hB.eigenvalues i = b then (1 : ℂ) else 0) = 1 := by
      ext i j
      have hm : hB.eigenvalues i ∈ levels hB :=
        Finset.mem_image_of_mem _ (Finset.mem_univ i)
      rw [Matrix.sum_apply]
      by_cases hij : i = j
      · subst hij
        simp [hm]
      · simp [hij]
    simp only [levelProj, applyFn]
    rw [← Finset.sum_mul, ← Finset.mul_sum, hd, Matrix.mul_one]
    exact mem_unitaryGroup_iff.1 hB.eigenvectorUnitary.2
  have hin : ∀ a, ∑ b ∈ levels hB, jointProb β hA hB V a b =
      ∑ i, if hA.eigenvalues i = a then Real.exp (-β * a) / partition β A else 0 := by
    intro a
    simp only [jointProb_eq]
    rw [← Finset.mul_sum, ← Complex.re_sum, ← Matrix.trace_sum, ← Finset.sum_mul,
      ← Finset.sum_mul, ← Finset.sum_mul, hone, Matrix.one_mul, Matrix.trace_mul_comm,
      ← Matrix.mul_assoc, hV', Matrix.one_mul, levelProj, trace_applyFn, Complex.re_sum,
      Finset.mul_sum]
    refine Finset.sum_congr rfl fun i _ => ?_
    by_cases hi : hA.eigenvalues i = a <;> simp [hi]
  have hZ : partition β A ≠ 0 := by
    rw [partition_eq β hA]
    exact (Finset.sum_pos (fun i _ => Real.exp_pos _) Finset.univ_nonempty).ne'
  simp only [hin]
  rw [Finset.sum_comm]
  have hout : ∀ i, (∑ a ∈ levels hA, if hA.eigenvalues i = a then
      Real.exp (-β * a) / partition β A else 0) =
      Real.exp (-β * hA.eigenvalues i) / partition β A := by
    intro i
    have hm : hA.eigenvalues i ∈ levels hA :=
      Finset.mem_image_of_mem _ (Finset.mem_univ i)
    rw [Finset.sum_ite_eq, if_pos hm]
  simp only [hout]
  rw [← Finset.sum_div, ← partition_eq β hA, div_self hZ]
```

**Q:** And the step from pairs to the work law?

**A:** Every pair contributing to $P_F(w)$ has $b-a=w$, so the factor $e^{\beta(w-\Delta F)}$ is common to all of them. The same pair read backwards has work $a-b=-w$, so the remaining sum is $P_R(-w)$. The proof exchanges the two sums and splits on whether $b-a=w$; otherwise both terms are zero.

```lean
/-- Quantum Crooks relation: for Hermitian `H0`, `H1` on a nonzero space, `β ≠ 0` and any
matrix `V`, unitary or not, `P_F(w) = exp(β(w - ΔF)) P_R(-w)` at every real `w`. -/
theorem crooks [Nonempty n] {β : ℝ} (hβ : β ≠ 0) (h0 : H0.IsHermitian)
    (h1 : H1.IsHermitian) (V : Matrix n n ℂ) (w : ℝ) :
    workLaw β h0 h1 V w =
      Real.exp (β * (w - (freeEnergy β H1 - freeEnergy β H0))) *
        workLaw β h1 h0 Vᴴ (-w) := by
  simp only [workLaw, Finset.mul_sum]
  rw [Finset.sum_comm]
  refine Finset.sum_congr rfl fun b _ => Finset.sum_congr rfl fun a _ => ?_
  by_cases hw : b - a = w
  · have hw' : a - b = -w := by linarith
    rw [if_pos hw, if_pos hw', jointProb_reverse hβ h0 h1, hw]
  · have hw' : ¬ a - b = -w := fun h => hw (by linarith)
    rw [if_neg hw, if_neg hw', mul_zero]
```

The hypotheses are Hermitian `H0` and `H1`, a space of dimension at least one, and $\beta\neq0$, which includes the physical case $\beta>0$.

**Q:** Does a free-energy difference come out of forward runs alone?

**A:** Yes, for unitary $V$. Multiplying the pair relation by $e^{-\beta(b-a)}$ gives $e^{-\beta(b-a)}p_F(a,b)=e^{-\beta\Delta F}p_R(b,a)$, which is `key`. The reverse weights sum to one, so $\langle e^{-\beta w}\rangle_F=e^{-\beta\Delta F}$, the Jarzynski equality. Lean states the average as a sum over pairs of levels.

```lean
/-- Jarzynski equality: for Hermitian `H0`, `H1` on a nonzero space, `β ≠ 0` and unitary `V`,
the average of `exp(-β(b - a))` over the measured energies is `exp(-βΔF)`. -/
theorem jarzynski [Nonempty n] {β : ℝ} (hβ : β ≠ 0) (h0 : H0.IsHermitian)
    (h1 : H1.IsHermitian) {V : Matrix n n ℂ} (hV : V ∈ unitaryGroup n ℂ) :
    ∑ a ∈ levels h0, ∑ b ∈ levels h1, Real.exp (-β * (b - a)) * jointProb β h0 h1 V a b =
      Real.exp (-β * (freeEnergy β H1 - freeEnergy β H0)) := by
  have hV' : Vᴴ ∈ unitaryGroup n ℂ := mem_unitaryGroup_iff.2 (by
    rw [star_eq_conjTranspose, conjTranspose_conjTranspose]
    exact mem_unitaryGroup_iff'.1 hV)
  have key : ∀ a b, Real.exp (-β * (b - a)) * jointProb β h0 h1 V a b =
      Real.exp (-β * (freeEnergy β H1 - freeEnergy β H0)) * jointProb β h1 h0 Vᴴ b a := by
    intro a b
    rw [jointProb_reverse hβ h0 h1, ← mul_assoc, ← Real.exp_add]
    congr 2
    ring
  -- what remains is the normalisation of the reverse process
  simp only [key, ← Finset.mul_sum]
  rw [Finset.sum_comm, jointProb_sum β h1 h0 hV', mul_one]

end

end QuantumCrooks
```

```lean
#print axioms QuantumCrooks.crooks
-- 'QuantumCrooks.crooks' depends on axioms: [propext, Classical.choice, Quot.sound]
#print axioms QuantumCrooks.jarzynski
-- 'QuantumCrooks.jarzynski' depends on axioms: [propext, Classical.choice, Quot.sound]
```

**Q:** Give me numbers.

**A:** Take $\beta=1$, $H_0=\mathrm{diag}(0,\ln2)$, $H_1=\mathrm{diag}(0,\ln3)$, and let $V$ be a real rotation by $30^\circ$, so that the state flips with probability $1/4$. Then $Z_0=3/2$, $Z_1=4/3$ and $e^{-\Delta F}=8/9$.

Only the pair $0\to\ln3$ has work $w=\ln3$, so $P_F(\ln3)=\tfrac23\cdot\tfrac14=\tfrac16$. In reverse, $P_R(-\ln3)=\tfrac14\cdot\tfrac14=\tfrac1{16}$. The Crooks factor is $3\cdot\tfrac89=\tfrac83$, and $\tfrac83\cdot\tfrac1{16}=\tfrac16$.

The four forward pairs $0\to0$, $0\to\ln3$, $\ln2\to0$ and $\ln2\to\ln3$ contribute $\tfrac12+\tfrac1{18}+\tfrac16+\tfrac16=\tfrac89$ to the Jarzynski average, as required.

**Q:** How does this look in a calculation on, say, a driven spin cluster?

**A:** One diagonalises $H_0$ and $H_1$, with eigenvectors $|i\rangle$ and $|j'\rangle$ and energies $E_i$ and $E'_j$, and builds $V$ as a time-ordered product of short-time propagators. Each pair of states gets the weight $e^{-\beta E_i}|\langle j'|V|i\rangle|^2/Z_0$, entered in a histogram at $w=E'_j-E_i$. Adding these weights over all states of the levels $a$ and $b$ gives $p_F(a,b)=e^{-\beta a}T/Z_0$.

**Q:** My last doubt: a laboratory runs the drive backwards. It does not apply $V^\dagger$.

**A:** That is the step the hypotheses leave to physics. Running the schedule $H(t)$ backwards gives $\Theta V^\dagger\Theta^{-1}$ when every $H(t)$ commutes with the antiunitary time reversal $\Theta$. The level projectors then commute with $\Theta$ too, and the measured work law agrees with that of $V^\dagger$. An external magnetic field generally breaks this symmetry. The argument still works if the field is also reversed in the backward run, provided $\Theta$ carries each $H(t)$ to its field-reversed form.
